# In Frobenius norm, the spin-free operator nearest a spin–orbit-split potential in one l shell is a weighted mean times the identity

Which operator that ignores spin is closest to a potential that takes the value a for j = l + 1/2 and b for j = l − 1/2? Closeness is measured here by the squared Frobenius norm ‖M‖², the sum of |Mᵢⱼ|² over all entries. The competitors are A ⊗ 1 with A any complex orbital matrix, Hermitian or not.

This bears on scalar-relativistic pseudopotentials, for a single l shell with real numbers a and b; passing to radial functions, say radius by radius, is a further step. Only the spin–orbit splitting is averaged away: mass–velocity and Darwin effects would already sit in a and b.

In Lean 4 with Mathlib:

```lean
import Mathlib

open Matrix

namespace ScalarRelativisticAverage

noncomputable section
```

Units have ħ = 1. Index i = 0, …, 2l stands for m = i − l, and the tensor product with spin is written as two blocks, up then down.

```lean
/-- Operators on the orbital space of angular momentum `l`, of dimension `2l+1`. -/
abbrev Orbital (l : ℕ) := Matrix (Fin (2 * l + 1)) (Fin (2 * l + 1)) ℂ

/-- Operators on orbital space times spin one-half, in blocks (spin up, spin down). -/
abbrev SpinOrbital (l : ℕ) :=
  Matrix (Fin (2 * l + 1) ⊕ Fin (2 * l + 1)) (Fin (2 * l + 1) ⊕ Fin (2 * l + 1)) ℂ

/-- The ladder coefficient `√((l-m)(l+m+1))` for `m = k - l`, where `k ≤ 2l`. -/
def ladder (l k : ℕ) : ℝ := √((2 * l - k) * (k + 1))

/-- The operator `L_z`, diagonal with entries `m = -l, ..., l`. -/
def Lz (l : ℕ) : Orbital l := diagonal fun i => ((i : ℕ) : ℂ) - l

/-- The raising operator `L₊`. -/
def Lplus (l : ℕ) : Orbital l :=
  Matrix.of fun i j => if (i : ℕ) = (j : ℕ) + 1 then (ladder l j : ℂ) else 0

/-- The lowering operator `L₋`, the adjoint of `L₊`. -/
def Lminus (l : ℕ) : Orbital l := (Lplus l)ᴴ

/-- The spin-free operator `A ⊗ 1`. -/
def spinFree {l : ℕ} (A : Orbital l) : SpinOrbital l := fromBlocks A 0 0 A
```

The total angular momentum J = L + S is built from these. The name `spinOrbit` denotes K = 2 L·S, without a coupling constant.

```lean
/-- The total `J_z = L_z + S_z`. -/
def Jz (l : ℕ) : SpinOrbital l :=
  fromBlocks (Lz l + (1 / 2 : ℂ) • 1) 0 0 (Lz l + (-1 / 2 : ℂ) • 1)

/-- The total raising operator `J₊ = L₊ + S₊`. -/
def Jplus (l : ℕ) : SpinOrbital l := fromBlocks (Lplus l) 1 0 (Lplus l)

/-- The squared total angular momentum `J² = J₋J₊ + J_z² + J_z`. -/
def Jsq (l : ℕ) : SpinOrbital l := (Jplus l)ᴴ * Jplus l + Jz l * Jz l + Jz l

/-- The spin-orbit operator `2 L·S = 2 L_z S_z + L₋S₊ + L₊S₋`. -/
def spinOrbit (l : ℕ) : SpinOrbital l := fromBlocks (Lz l) (Lminus l) (Lplus l) (-Lz l)
```

The projectors P± are defined as polynomials in J²; part (e) justifies their name. The number c is `average`, and `frobSq` is ‖·‖².

```lean
/-- The projector on `j = l + 1/2`, as a polynomial in `J²`. -/
def Pplus (l : ℕ) : SpinOrbital l :=
  (1 / (2 * l + 1) : ℂ) • (Jsq l - ((l - 1 / 2) * (l + 1 / 2) : ℂ) • 1)

/-- The projector on `j = l - 1/2`, as a polynomial in `J²`. -/
def Pminus (l : ℕ) : SpinOrbital l :=
  (1 / (2 * l + 1) : ℂ) • (((l + 1 / 2) * (l + 3 / 2) : ℂ) • 1 - Jsq l)

/-- The potential `V = a P₊ + b P₋`. -/
def potential (l : ℕ) (a b : ℝ) : SpinOrbital l := (a : ℂ) • Pplus l + (b : ℂ) • Pminus l

/-- The weighted mean `((l+1)a + lb)/(2l+1)`. -/
def average (l : ℕ) (a b : ℝ) : ℝ := ((l + 1) * a + l * b) / (2 * l + 1)

/-- The squared Frobenius norm of a matrix. -/
def frobSq {n : Type*} [Fintype n] (M : Matrix n n ℂ) : ℝ := ∑ i, ∑ j, ‖M i j‖ ^ 2
```

### (a) Ladder products

Show that

L₋L₊ = l(l+1) − L_z² − L_z, L₊L₋ = l(l+1) − L_z² + L_z.

**Solution.** Raising and then lowering |m⟩ multiplies it by (l−m)(l+m+1) = l(l+1) − m² − m. The opposite order gives (l+m)(l−m+1) = l(l+1) − m² + m. Both factors vanish at the appropriate end of the ladder.

The proof compares entries: at most one term of each diagonal sum survives, and the end states are separate cases.

```lean
/-- The products of the ladder operators are
`L₋L₊ = l(l+1) - L_z² - L_z` and `L₊L₋ = l(l+1) - L_z² + L_z`. -/
theorem ladder_products (l : ℕ) :
    Lminus l * Lplus l = ((l : ℂ) * (l + 1)) • 1 - Lz l * Lz l - Lz l ∧
    Lplus l * Lminus l = ((l : ℂ) * (l + 1)) • 1 - Lz l * Lz l + Lz l := by
  have hsq : ∀ k : ℕ, k ≤ 2 * l →
      (ladder l k : ℂ) * (ladder l k : ℂ) = (2 * l - k) * (k + 1) := by
    intro k hk
    have hk' : (k : ℝ) ≤ 2 * l := by exact_mod_cast hk
    have h0 : (0 : ℝ) ≤ (2 * l - k) * (k + 1) :=
      mul_nonneg (by linarith) (by positivity)
    rw [← Complex.ofReal_mul, ladder, Real.mul_self_sqrt h0]
    norm_num
  have hp : ∀ i j, Lplus l i j = if (i : ℕ) = (j : ℕ) + 1 then (ladder l j : ℂ) else 0 :=
    fun _ _ => rfl
  have hm : ∀ i j, Lminus l i j = if (j : ℕ) = (i : ℕ) + 1 then (ladder l i : ℂ) else 0 := by
    intro i j
    rw [Lminus, conjTranspose_apply, hp]
    split_ifs <;> simp
  constructor
  · ext i j
    rw [mul_apply]
    by_cases hij : i = j
    · subst hij
      have hr : (((l : ℂ) * (l + 1)) • 1 - Lz l * Lz l - Lz l) i i
          = (2 * l - (i : ℕ)) * ((i : ℕ) + 1) := by
        simp [Lz]
        ring
      rw [hr, ← hsq i (by omega)]
      by_cases h : (i : ℕ) + 1 < 2 * l + 1
      · rw [Finset.sum_eq_single ⟨(i : ℕ) + 1, h⟩]
        · simp [hp, hm]
        · intro k _ hk
          have : (k : ℕ) ≠ (i : ℕ) + 1 := fun e => hk (Fin.ext e)
          simp [hm, this]
        · simp
      · -- the top state is annihilated by the raising operator
        have hi : (i : ℕ) = 2 * l := by omega
        rw [hsq i (by omega), Finset.sum_eq_zero]
        · simp [hi]
        · intro k _
          have : (k : ℕ) ≠ (i : ℕ) + 1 := by omega
          simp [hm, this]
    · rw [Finset.sum_eq_zero]
      · simp [Lz, hij]
      · intro k _
        rw [hm, hp]
        split_ifs with h1 h2
        · exact absurd (Fin.ext (by omega)) hij
        all_goals simp
  · ext i j
    rw [mul_apply]
    by_cases hij : i = j
    · subst hij
      have hr : (((l : ℂ) * (l + 1)) • 1 - Lz l * Lz l + Lz l) i i
          = (2 * l - (i : ℕ) + 1) * (i : ℕ) := by
        simp [Lz]
        ring
      rw [hr]
      by_cases h : (i : ℕ) = 0
      · -- the bottom state is annihilated by the lowering operator
        rw [Finset.sum_eq_zero]
        · simp [h]
        · intro k _
          simp [hp, h]
      · obtain ⟨k, hk⟩ := Nat.exists_eq_succ_of_ne_zero h
        have hk1 : (i : ℕ) = k + 1 := hk
        rw [Finset.sum_eq_single ⟨k, by omega⟩]
        · rw [hp, hm, if_pos hk1]
          change (ladder l k : ℂ) * (ladder l k : ℂ) = _
          rw [hsq k (by omega), hk1]
          push_cast
          ring
        · intro q _ hq
          have : (i : ℕ) ≠ (q : ℕ) + 1 := fun e => hq (Fin.ext (by simp; omega))
          simp [hp, this]
        · simp
    · rw [Finset.sum_eq_zero]
      · simp [Lz, hij]
      · intro k _
        rw [hm, hp]
        split_ifs with h1 h2
        · exact absurd (Fin.ext (by omega)) hij
        all_goals simp
```

### (b) Commutators

Show that L_z is Hermitian and

[L_z, L₊] = L₊, [L_z, L₋] = −L₋.

**Solution.** L_z is real and diagonal. In the commutator, the entry of L₊ from m to m+1 is multiplied by (m+1) − m = 1. Taking the adjoint gives the second relation, in the code as well.

```lean
/-- `L_z` is Hermitian, `[L_z, L₊] = L₊` and `[L_z, L₋] = -L₋`. -/
theorem Lz_relations (l : ℕ) :
    (Lz l)ᴴ = Lz l ∧ Lz l * Lplus l - Lplus l * Lz l = Lplus l ∧
    Lz l * Lminus l - Lminus l * Lz l = -Lminus l := by
  have hz : (Lz l)ᴴ = Lz l := by
    rw [Lz, diagonal_conjTranspose]
    congr 1
    ext i
    simp
  have hp : Lz l * Lplus l - Lplus l * Lz l = Lplus l := by
    ext i j
    simp only [Lz, Lplus, Matrix.sub_apply, diagonal_mul, mul_diagonal, of_apply]
    split_ifs with h
    · rw [h]
      push_cast
      ring
    · ring
  refine ⟨hz, hp, ?_⟩
  -- the second commutator is the adjoint of the first
  have h := congrArg conjTranspose hp
  rw [conjTranspose_sub, conjTranspose_mul, conjTranspose_mul, hz] at h
  change Lminus l * Lz l - Lz l * Lminus l = Lminus l at h
  rw [← neg_sub, h]
```

### (c) A quadratic equation for K

Show that K is Hermitian and

K² + K = l(l+1).

**Solution.** K has rows (L_z, L₋) and (L₊, −L_z), so it is Hermitian. The rows of K² are

(L_z² + L₋L₊, [L_z, L₋]) and (−[L_z, L₊], L₊L₋ + L_z²).

By (a) and (b) these are (l(l+1) − L_z, −L₋) and (−L₊, l(l+1) + L_z), which is l(l+1) − K. The four `linear_combination` steps are these four blocks.

```lean
/-- The operator `K = 2 L·S` is Hermitian and satisfies `K² + K = l(l+1)`. -/
theorem spinOrbit_quadratic (l : ℕ) :
    (spinOrbit l)ᴴ = spinOrbit l ∧
    spinOrbit l * spinOrbit l + spinOrbit l = ((l : ℂ) * (l + 1)) • 1 := by
  obtain ⟨hz, hp, hm⟩ := Lz_relations l
  obtain ⟨h1, h2⟩ := ladder_products l
  constructor
  · rw [spinOrbit, fromBlocks_conjTranspose, conjTranspose_neg, hz, Lminus,
      conjTranspose_conjTranspose]
  · rw [spinOrbit, fromBlocks_multiply, fromBlocks_add, ← fromBlocks_one, fromBlocks_smul,
      fromBlocks_inj]
    simp only [neg_mul, mul_neg, neg_neg]
    refine ⟨?_, ?_, ?_, ?_⟩
    · linear_combination (norm := module) h1
    · linear_combination (norm := module) hm
    · linear_combination (norm := module) -hp
    · linear_combination (norm := module) h2
```

### (d) J² in terms of K

Show that

J² = l(l+1) + 3/4 + K.

**Solution.** J₋J₊ has rows (L₋L₊, L₋) and (L₊, 1 + L₋L₊). J_z² + J_z adds L_z² + 2L_z + 3/4 to the upper diagonal block and L_z² − 1/4 to the lower. Part (a) then gives l(l+1) + 3/4 ± L_z on the diagonal. The code again works block by block.

```lean
/-- The squared total angular momentum is `J² = l(l+1) + 3/4 + 2 L·S`. -/
theorem Jsq_eq (l : ℕ) :
    Jsq l = ((l : ℂ) * (l + 1) + 3 / 4) • 1 + spinOrbit l := by
  have h := (ladder_products l).1
  have hJ : (Jplus l)ᴴ = fromBlocks (Lminus l) 0 1 (Lminus l) := by
    simp [Jplus, Lminus, fromBlocks_conjTranspose]
  rw [Jsq, hJ, Jplus, Jz, spinOrbit, fromBlocks_multiply, fromBlocks_multiply, fromBlocks_add,
    fromBlocks_add, ← fromBlocks_one, fromBlocks_smul, fromBlocks_add, fromBlocks_inj]
  simp only [add_mul, mul_add, smul_mul_assoc, mul_smul_comm, one_mul, mul_one, zero_mul,
    mul_zero]
  refine ⟨?_, ?_, ?_, ?_⟩
  · linear_combination (norm := module) h
  · module
  · module
  · linear_combination (norm := module) h
```

### (e) The projectors

Show that P± are Hermitian and idempotent, with

P₊P₋ = 0, P₊ + P₋ = 1,

J²P₊ = (l+1/2)(l+3/2)P₊, J²P₋ = (l−1/2)(l+1/2)P₋.

**Solution.** By (d),

P₊ = (l+1+K)/(2l+1), P₋ = (l−K)/(2l+1).

They are Hermitian and sum to 1. Part (c) reads (K−l)(K+l+1) = 0, so P₊P₋ = 0, and hence P±² = P±. It also gives KP₊ = lP₊ and KP₋ = −(l+1)P₋; insert these in (d).

The code substitutes K² = l(l+1) − K and compares coefficients. At l = 0, K = 0 and P₋ = 0, so only j = 1/2 remains.

```lean
/-- `P₊` and `P₋` are complementary orthogonal projectors, and on their ranges `J²` takes the
values `j(j+1)` with `j = l + 1/2` and `j = l - 1/2`. -/
theorem projectors (l : ℕ) :
    ((Pplus l)ᴴ = Pplus l ∧ (Pminus l)ᴴ = Pminus l) ∧
    (Pplus l * Pplus l = Pplus l ∧ Pminus l * Pminus l = Pminus l) ∧
    (Pplus l * Pminus l = 0 ∧ Pplus l + Pminus l = 1) ∧
    Jsq l * Pplus l = ((l + 1 / 2) * (l + 3 / 2) : ℂ) • Pplus l ∧
    Jsq l * Pminus l = ((l - 1 / 2) * (l + 1 / 2) : ℂ) • Pminus l := by
  obtain ⟨hK, hq⟩ := spinOrbit_quadratic l
  have hKK := eq_sub_of_add_eq hq
  have hl : (2 * (l : ℂ) + 1) ≠ 0 := by exact_mod_cast Nat.succ_ne_zero (2 * l)
  have hp : Pplus l = (1 / (2 * l + 1) : ℂ) • (((l : ℂ) + 1) • 1 + spinOrbit l) := by
    rw [Pplus, Jsq_eq]
    module
  have hm : Pminus l = (1 / (2 * l + 1) : ℂ) • ((l : ℂ) • 1 - spinOrbit l) := by
    rw [Pminus, Jsq_eq]
    module
  have hsum : (((l : ℂ) + 1) • (1 : SpinOrbital l) + spinOrbit l)
      + ((l : ℂ) • (1 : SpinOrbital l) - spinOrbit l)
      = (2 * (l : ℂ) + 1) • (1 : SpinOrbital l) := by
    module
  have hone : Pplus l + Pminus l = 1 := by
    rw [hp, hm, ← smul_add, hsum, smul_smul, one_div_mul_cancel hl, one_smul]
  refine ⟨⟨?_, ?_⟩, ⟨?_, ?_⟩, ⟨?_, hone⟩, ?_, ?_⟩ <;> simp only [hp, hm, Jsq_eq]
  · simp [conjTranspose_smul, hK]
  · simp [conjTranspose_smul, hK]
  -- everything else follows from the quadratic relation for `2 L·S`
  all_goals
    simp only [add_mul, mul_add, sub_mul, mul_sub, smul_mul_assoc, mul_smul_comm, one_mul,
      mul_one, hKK]
    match_scalars <;> field_simp <;> ring
```

### (f) The size of K

Show that

‖K‖² = 2l(l+1)(2l+1).

**Solution.** K is Hermitian, so ‖K‖² = tr K². Its diagonal blocks are opposite, so tr K = 0. Taking the trace of (c) in dimension 2(2l+1) gives the result; `h1`, `ht` and `h3` are these steps.

```lean
/-- The squared Frobenius norm of `2 L·S` is `2l(l+1)(2l+1)`. -/
theorem frobSq_spinOrbit (l : ℕ) :
    frobSq (spinOrbit l) = 2 * l * (l + 1) * (2 * l + 1) := by
  obtain ⟨hK, hq⟩ := spinOrbit_quadratic l
  have h1 : ((frobSq (spinOrbit l) : ℝ) : ℂ) = trace (spinOrbit l * spinOrbit l) := by
    simp only [frobSq, trace, diag_apply, mul_apply, Complex.ofReal_sum]
    refine Finset.sum_congr rfl fun i _ => Finset.sum_congr rfl fun j _ => ?_
    have hij : spinOrbit l j i = star (spinOrbit l i j) := by
      rw [← conjTranspose_apply, hK]
    rw [hij, Complex.star_def, Complex.mul_conj, Complex.normSq_eq_norm_sq]
  -- the spin-orbit operator is traceless
  have ht : trace (spinOrbit l) = 0 := by
    simp [spinOrbit, trace, Fintype.sum_sum_type]
  have h3 := congrArg trace hq
  rw [trace_add, ht, add_zero, trace_smul, trace_one, smul_eq_mul, Fintype.card_sum,
    Fintype.card_fin] at h3
  apply Complex.ofReal_injective
  rw [h1, h3]
  push_cast
  ring
```

### (g) Splitting the error

Show that, for every A,

‖V − A⊗1‖² = 2‖A − c‖² + 2l(l+1)(a−b)²/(2l+1).

**Solution.** By (e), V = c + sK with s = (a−b)/(2l+1). Put D = A − c. The diagonal blocks of V − A⊗1 are sL_z − D and −sL_z − D, and

‖sL_z − D‖² + ‖sL_z + D‖² = 2‖D‖² + 2s²‖L_z‖².

With the off-diagonal blocks sL₋ and sL₊, the total is 2‖D‖² + s²‖K‖²; use (f). In the code, `hpy` is this cancellation and `hV` the rewriting of V.

```lean
/-- The squared distance from `V` to a spin-free operator `A ⊗ 1` is twice the squared distance
from `A` to the weighted mean, plus a term independent of `A`. -/
theorem error_decomposition (l : ℕ) (a b : ℝ) (A : Orbital l) :
    frobSq (potential l a b - spinFree A) =
      2 * frobSq (A - (average l a b : ℂ) • 1) +
        2 * l * (l + 1) * (a - b) ^ 2 / (2 * l + 1) := by
  have hl : (2 * (l : ℂ) + 1) ≠ 0 := by exact_mod_cast Nat.succ_ne_zero (2 * l)
  -- cross terms cancel between spin up and spin down
  have hpy : ∀ (D : Orbital l) (s : ℝ),
      frobSq ((s : ℂ) • spinOrbit l - spinFree D)
        = 2 * frobSq D + s ^ 2 * frobSq (spinOrbit l) := by
    intro D s
    simp only [frobSq, spinOrbit, spinFree, Fintype.sum_sum_type, Matrix.sub_apply,
      Matrix.smul_apply,
      fromBlocks_apply₁₁, fromBlocks_apply₁₂, fromBlocks_apply₂₁, fromBlocks_apply₂₂,
      Matrix.zero_apply, Matrix.neg_apply, ← Finset.sum_add_distrib, Finset.mul_sum]
    refine Finset.sum_congr rfl fun i _ => Finset.sum_congr rfl fun j _ => ?_
    simp only [Complex.sq_norm, Complex.normSq_apply, smul_eq_mul, Complex.sub_re,
      Complex.sub_im, Complex.re_ofReal_mul, Complex.im_ofReal_mul, Complex.neg_re,
      Complex.neg_im, Complex.zero_re, Complex.zero_im]
    ring
  have hs : spinFree (A - (average l a b : ℂ) • 1)
      = spinFree A - (average l a b : ℂ) • (1 : SpinOrbital l) := by
    ext (i | i) (j | j) <;> simp [spinFree, Matrix.one_apply]
  have hV : potential l a b - spinFree A
      = (((a - b) / (2 * l + 1) : ℝ) : ℂ) • spinOrbit l
        - spinFree (A - (average l a b : ℂ) • 1) := by
    rw [hs, potential, Pplus, Pminus, Jsq_eq, average]
    push_cast
    match_scalars <;> field_simp <;> ring
  rw [hV, hpy, frobSq_spinOrbit]
  field_simp
```

### (h) The unique minimum

Show that A = c·1 gives

‖V − c‖² = 2l(l+1)(a−b)²/(2l+1),

and that every other A gives a strictly larger error.

**Solution.** In (g), A = c·1 removes the first term. Any other A differs from c·1 in some entry, which makes that term positive; the code extracts this entry.

```lean
/-- Scalar-relativistic averaging: the weighted mean `((l+1)a + lb)/(2l+1)` times the identity
has squared Frobenius distance `2l(l+1)(a-b)²/(2l+1)` from `V = a P₊ + b P₋`, and every other
spin-free operator is strictly farther from `V`. -/
theorem scalar_relativistic_average (l : ℕ) (a b : ℝ) :
    frobSq (potential l a b - spinFree ((average l a b : ℂ) • 1)) =
      2 * l * (l + 1) * (a - b) ^ 2 / (2 * l + 1) ∧
    ∀ A : Orbital l, A ≠ (average l a b : ℂ) • 1 →
      frobSq (potential l a b - spinFree ((average l a b : ℂ) • 1)) <
        frobSq (potential l a b - spinFree A) := by
  have h0 : frobSq (potential l a b - spinFree ((average l a b : ℂ) • 1)) =
      2 * l * (l + 1) * (a - b) ^ 2 / (2 * l + 1) := by
    rw [error_decomposition, sub_self]
    simp [frobSq]
  refine ⟨h0, fun A hA => ?_⟩
  rw [h0, error_decomposition]
  -- a nonzero deviation has a nonzero entry, hence positive norm
  obtain ⟨i, j, hij⟩ : ∃ i j, (A - (average l a b : ℂ) • 1) i j ≠ 0 := by
    by_contra h
    simp only [not_exists, not_not] at h
    exact hA (sub_eq_zero.mp (Matrix.ext h))
  have hpos : 0 < frobSq (A - (average l a b : ℂ) • 1) :=
    Finset.sum_pos' (fun _ _ => Finset.sum_nonneg fun _ _ => sq_nonneg _)
      ⟨i, Finset.mem_univ _, Finset.sum_pos' (fun _ _ => sq_nonneg _)
        ⟨j, Finset.mem_univ _, pow_pos (norm_pos_iff.mpr hij) 2⟩⟩
  linarith

end

end ScalarRelativisticAverage
```

```lean
#print axioms ScalarRelativisticAverage.projectors
-- 'ScalarRelativisticAverage.projectors' depends on axioms: [propext, Classical.choice, Quot.sound]
#print axioms ScalarRelativisticAverage.scalar_relativistic_average
-- 'ScalarRelativisticAverage.scalar_relativistic_average' depends on axioms: [propext, Classical.choice, Quot.sound]
```

### Adding a crystal field

The cancellation in (g) also works with c replaced by any orbital matrix B, such as a crystal field. For real s,

‖B⊗1 + sK − A⊗1‖² = 2‖A − B‖² + s²‖K‖²,

so the nearest spin-free operator is B⊗1. This variant is argued here without code.
